# Weinstein's bound: a finite Hermitian matrix has an eigenvalue within one standard deviation of any state's mean energy

A variational Monte Carlo run estimates the mean and the variance of the local energy. Reading them as an interval, mean ± standard deviation, that must contain an energy level rests on the bound below. The bound is proved for a finite Hermitian matrix and any unit vector, and its local-energy form for a unit vector without zeros and exact averages over $|\psi|^2$. The width is the standard deviation of the local energy, not the statistical error of its mean.

## Energies and local energies

The finite type `n` labels the configurations, such as lattice occupations or determinants built from finitely many orthonormal orbitals. The Hamiltonian $H$ is a complex matrix over `n`, and the trial state is a function $\psi$ from `n` to $\mathbb{C}$.

In Lean 4 with Mathlib:

```lean
import Mathlib

open Matrix

namespace WeinsteinLocalEnergy

noncomputable section

variable {n : Type*} [Fintype n]
```

For a unit vector the mean energy is $E=\langle\psi,H\psi\rangle$. The code takes the real part, which loses nothing when $H$ is Hermitian.

```lean
/-- The mean energy `⟨ψ, H ψ⟩` of a unit vector `ψ` (real part). -/
def meanEnergy (H : Matrix n n ℂ) (ψ : n → ℂ) : ℝ := (star ψ ⬝ᵥ H *ᵥ ψ).re
```

The variance is $\sigma^2=\langle\psi,H^2\psi\rangle-E^2$.

```lean
/-- The energy variance `⟨H²⟩ - ⟨H⟩²` of a unit vector `ψ`. -/
def energyVariance (H : Matrix n n ℂ) (ψ : n → ℂ) : ℝ :=
  (star ψ ⬝ᵥ (H * H) *ᵥ ψ).re - meanEnergy H ψ ^ 2
```

The local energy is $E_L(i)=(H\psi)_i/\psi_i$.

```lean
/-- The local energy `(H ψ)(i) / ψ(i)` at a configuration `i` with `ψ(i) ≠ 0`. -/
def localEnergy (H : Matrix n n ℂ) (ψ : n → ℂ) (i : n) : ℂ := (H *ᵥ ψ) i / ψ i
```

Its mean over the distribution $|\psi_i|^2$ is $\sum_i|\psi_i|^2\,\mathrm{Re}\,E_L(i)$. This is the exact expectation, not an average over finitely many samples.

```lean
/-- The mean of the real part of the local energy over the distribution `|ψ|²`. -/
def sampledMean (H : Matrix n n ℂ) (ψ : n → ℂ) : ℝ :=
  ∑ i, ‖ψ i‖ ^ 2 * (localEnergy H ψ i).re
```

Its variance uses the complex modulus, so fluctuations of the imaginary part count too.

```lean
/-- The mean squared deviation of the local energy from its sampled mean, over `|ψ|²`. -/
def sampledVariance (H : Matrix n n ℂ) (ψ : n → ℂ) : ℝ :=
  ∑ i, ‖ψ i‖ ^ 2 * ‖localEnergy H ψ i - (sampledMean H ψ : ℂ)‖ ^ 2
```

## The residual and what sampling sees of it

Let $w$ be a real reference energy. Expanding the square gives
$$\sum_i|(H\psi)_i-w\psi_i|^2=\|H\psi\|^2-2wE+w^2.$$
Since $H$ is Hermitian (`hH`), $\|H\psi\|^2=\langle\psi,H^2\psi\rangle=\sigma^2+E^2$, and the right side becomes $\sigma^2+(E-w)^2$. In the proof `h3` moves one $H$ to the left, `h1` expands each term, and `hψ` supplies the norm.

```lean
/-- The squared residual of `H - w` in a unit vector is the energy variance plus the squared
offset of the mean energy from `w`. -/
theorem residual_sq {H : Matrix n n ℂ} (hH : H.IsHermitian) {ψ : n → ℂ}
    (hψ : ∑ i, ‖ψ i‖ ^ 2 = 1) (w : ℝ) :
    ∑ i, ‖(H *ᵥ ψ) i - w * ψ i‖ ^ 2 = energyVariance H ψ + (meanEnergy H ψ - w) ^ 2 := by
  -- hermiticity moves one factor of H to the left
  have h3 : star ψ ⬝ᵥ (H * H) *ᵥ ψ = star (H *ᵥ ψ) ⬝ᵥ (H *ᵥ ψ) := by
    rw [Matrix.star_mulVec, hH.eq, ← Matrix.mulVec_mulVec,
      Matrix.dotProduct_mulVec (star ψ) H (H *ᵥ ψ)]
  have h2 : (star ψ ⬝ᵥ (H * H) *ᵥ ψ).re = ∑ i, ‖(H *ᵥ ψ) i‖ ^ 2 := by
    rw [h3]
    simp only [dotProduct, Complex.re_sum]
    refine Finset.sum_congr rfl fun i _ => ?_
    simp only [Complex.sq_norm, Complex.normSq_apply, Pi.star_apply, Complex.star_def,
      Complex.mul_re, Complex.conj_re, Complex.conj_im]
    ring
  have hm : meanEnergy H ψ = ∑ i, (star (ψ i) * (H *ᵥ ψ) i).re := by
    simp only [meanEnergy, dotProduct, Complex.re_sum, Pi.star_apply]
  have h1 : ∀ i, ‖(H *ᵥ ψ) i - w * ψ i‖ ^ 2 = ‖(H *ᵥ ψ) i‖ ^ 2
      - 2 * w * (star (ψ i) * (H *ᵥ ψ) i).re + w ^ 2 * ‖ψ i‖ ^ 2 := by
    intro i
    simp only [Complex.sq_norm, Complex.normSq_apply, Complex.star_def, Complex.sub_re,
      Complex.sub_im, Complex.mul_re, Complex.mul_im, Complex.conj_re, Complex.conj_im,
      Complex.ofReal_re, Complex.ofReal_im]
    ring
  rw [Finset.sum_congr rfl fun i _ => h1 i, Finset.sum_add_distrib, Finset.sum_sub_distrib,
    ← Finset.mul_sum, ← Finset.mul_sum, hψ, ← hm, energyVariance, h2]
  ring
```

Where $\psi_i\neq0$, $|\psi_i|^2E_L(i)=\psi_i^*(H\psi)_i$. Where $\psi_i=0$, both contributions vanish. Summing real parts gives $E$.

```lean
/-- The sampled mean of the local energy is the mean energy. -/
theorem sampledMean_eq (H : Matrix n n ℂ) (ψ : n → ℂ) :
    sampledMean H ψ = meanEnergy H ψ := by
  simp only [sampledMean, meanEnergy, dotProduct, Complex.re_sum, Pi.star_apply]
  refine Finset.sum_congr rfl fun i _ => ?_
  by_cases h0 : ψ i = 0
  · simp [h0]
  · have h : star (ψ i) * (H *ᵥ ψ) i = ((‖ψ i‖ ^ 2 : ℝ) : ℂ) * localEnergy H ψ i := by
      rw [← Complex.normSq_eq_norm_sq, ← Complex.mul_conj, localEnergy, Complex.star_def]
      field_simp
    rw [h, Complex.re_ofReal_mul]
```

If $\psi$ has no zeros (`hnode`), then $\psi_i(E_L(i)-E)=(H\psi)_i-E\psi_i$ for every $i$. Squaring moduli and summing gives the residual at $w=E$, which is $\sigma^2$ for Hermitian $H$.

```lean
/-- For a unit vector without zeros, the sampled variance of the local energy is the energy
variance. -/
theorem sampledVariance_eq {H : Matrix n n ℂ} (hH : H.IsHermitian) {ψ : n → ℂ}
    (hψ : ∑ i, ‖ψ i‖ ^ 2 = 1) (hnode : ∀ i, ψ i ≠ 0) :
    sampledVariance H ψ = energyVariance H ψ := by
  have h := residual_sq hH hψ (meanEnergy H ψ)
  rw [sub_self, zero_pow two_ne_zero, add_zero] at h
  rw [← h, sampledVariance, sampledMean_eq]
  refine Finset.sum_congr rfl fun i _ => ?_
  have h0 := hnode i
  have h1 : ψ i * (localEnergy H ψ i - (meanEnergy H ψ : ℂ))
      = (H *ᵥ ψ) i - meanEnergy H ψ * ψ i := by
    rw [localEnergy]
    field_simp
  rw [← mul_pow, ← norm_mul, h1]
```

## From the residual to the spectrum

Let $u_k$ be the orthonormal eigenvectors of $H$ and $\lambda_k$ their eigenvalues, `hH.eigenvalues k`. The spectral weight is $p_k=|\langle u_k,\psi\rangle|^2$.

```lean
variable [DecidableEq n]

/-- The squared overlap of `ψ` with the `k`-th eigenvector of `H`. -/
def spectralWeight {H : Matrix n n ℂ} (hH : H.IsHermitian) (ψ : n → ℂ) (k : n) : ℝ :=
  ‖ψ ⬝ᵥ star (hH.eigenvectorBasis k).ofLp‖ ^ 2
```

Parseval's identity gives $\sum_kp_k=\|\psi\|^2$, which is 1 for a unit vector.

```lean
/-- The spectral weights of a vector add up to its squared norm. -/
theorem sum_spectralWeight {H : Matrix n n ℂ} (hH : H.IsHermitian) (ψ : n → ℂ) :
    ∑ k, spectralWeight hH ψ k = ∑ i, ‖ψ i‖ ^ 2 := by
  have h := hH.eigenvectorBasis.sum_sq_norm_inner_right (WithLp.toLp 2 ψ)
  rw [EuclideanSpace.norm_sq_eq] at h
  simp only [EuclideanSpace.inner_eq_star_dotProduct] at h
  exact h
```

Because $u_k^\dagger H=\lambda_ku_k^\dagger$ (`h1`), we have $\langle u_k,(H-w)\psi\rangle=(\lambda_k-w)\langle u_k,\psi\rangle$ (`h3`). Parseval applied to $(H-w)\psi$ then gives
$$\sum_k(\lambda_k-w)^2p_k=\sigma^2+(E-w)^2.$$

```lean
/-- The mean squared distance of the eigenvalues from `w`, weighted by the overlaps with a unit
vector, is the energy variance plus the squared offset of the mean energy from `w`. -/
theorem spectral_second_moment {H : Matrix n n ℂ} (hH : H.IsHermitian) {ψ : n → ℂ}
    (hψ : ∑ i, ‖ψ i‖ ^ 2 = 1) (w : ℝ) :
    ∑ k, (hH.eigenvalues k - w) ^ 2 * spectralWeight hH ψ k
      = energyVariance H ψ + (meanEnergy H ψ - w) ^ 2 := by
  rw [← residual_sq hH hψ w]
  have h := sum_spectralWeight hH (H *ᵥ ψ - (w : ℂ) • ψ)
  simp only [Pi.sub_apply, Pi.smul_apply, smul_eq_mul] at h
  rw [← h]
  refine Finset.sum_congr rfl fun k _ => ?_
  -- H acts to the left on an eigenvector as multiplication by its eigenvalue
  have h1 : star (hH.eigenvectorBasis k).ofLp ᵥ* H
      = (hH.eigenvalues k : ℂ) • star (hH.eigenvectorBasis k).ofLp := by
    have h2 := congrArg star (hH.mulVec_eigenvectorBasis k)
    rw [Matrix.star_mulVec, hH.eq] at h2
    rw [h2]
    ext i
    simp
  have h3 : (H *ᵥ ψ - (w : ℂ) • ψ) ⬝ᵥ star (hH.eigenvectorBasis k).ofLp
      = ((hH.eigenvalues k - w : ℝ) : ℂ) * (ψ ⬝ᵥ star (hH.eigenvectorBasis k).ofLp) := by
    rw [sub_dotProduct, smul_dotProduct, dotProduct_comm (H *ᵥ ψ), Matrix.dotProduct_mulVec,
      h1, smul_dotProduct, dotProduct_comm _ ψ, smul_eq_mul, smul_eq_mul, Complex.ofReal_sub]
    ring
  rw [spectralWeight, spectralWeight, h3, norm_mul, mul_pow, Complex.norm_real,
    Real.norm_eq_abs, sq_abs]
```

Call the right side $R$ and suppose that $(\lambda_k-w)^2>R$ for every $k$. The weights are non-negative and sum to one, so at least one is positive, and
$$R=\sum_kR\,p_k<\sum_k(\lambda_k-w)^2p_k=R,$$
a contradiction. Hence some eigenvalue satisfies $|\lambda_k-w|\le\sqrt R$.

```lean
/-- For every reference energy `w`, some eigenvalue lies within `√(σ² + (E - w)²)` of `w`, where
`E` and `σ²` are the mean energy and variance of a unit vector. -/
theorem exists_eigenvalue_near {H : Matrix n n ℂ} (hH : H.IsHermitian) {ψ : n → ℂ}
    (hψ : ∑ i, ‖ψ i‖ ^ 2 = 1) (w : ℝ) :
    ∃ k, |hH.eigenvalues k - w| ≤ √(energyVariance H ψ + (meanEnergy H ψ - w) ^ 2) := by
  by_contra hcon
  push Not at hcon
  have hs := spectral_second_moment hH hψ w
  have hp := (sum_spectralWeight hH ψ).trans hψ
  have hk : ∀ k, energyVariance H ψ + (meanEnergy H ψ - w) ^ 2
      < (hH.eigenvalues k - w) ^ 2 := fun k => by
    have h := Real.lt_sq_of_sqrt_lt (hcon k)
    rwa [sq_abs] at h
  -- some eigenvector carries positive weight
  obtain ⟨k₀, hk₀⟩ : ∃ k, 0 < spectralWeight hH ψ k := by
    by_contra h
    push Not at h
    have := Finset.sum_nonpos fun k (_ : k ∈ Finset.univ) => h k
    linarith
  -- a weighted mean cannot lie strictly below all its terms
  have hw : ∀ k, 0 ≤ spectralWeight hH ψ k := fun k => sq_nonneg _
  have hlt : ∑ k, (energyVariance H ψ + (meanEnergy H ψ - w) ^ 2) * spectralWeight hH ψ k
      < ∑ k, (hH.eigenvalues k - w) ^ 2 * spectralWeight hH ψ k :=
    Finset.sum_lt_sum (fun k _ => mul_le_mul_of_nonneg_right (hk k).le (hw k))
      ⟨k₀, Finset.mem_univ k₀, mul_lt_mul_of_pos_right (hk k₀) hk₀⟩
  rw [← Finset.mul_sum, hp, hs] at hlt
  linarith
```

Setting $w=E$ leaves $|\lambda_k-E|\le\sigma$. The bound does not say which level this is: if $\psi$ is an excited eigenvector, then $\sigma=0$ and $E$ is that excited energy.

```lean
/-- **Weinstein bound**: some eigenvalue lies within one standard deviation of the mean energy
of a unit vector. -/
theorem weinstein {H : Matrix n n ℂ} (hH : H.IsHermitian) {ψ : n → ℂ}
    (hψ : ∑ i, ‖ψ i‖ ^ 2 = 1) :
    ∃ k, |hH.eigenvalues k - meanEnergy H ψ| ≤ √(energyVariance H ψ) := by
  simpa using exists_eigenvalue_near hH hψ (meanEnergy H ψ)
```

For a vector without zeros, the sampled mean and variance replace $E$ and $\sigma^2$.

```lean
/-- For a unit vector without zeros, some eigenvalue lies within one standard deviation of the
local energy from its sampled mean. -/
theorem weinstein_localEnergy {H : Matrix n n ℂ} (hH : H.IsHermitian) {ψ : n → ℂ}
    (hψ : ∑ i, ‖ψ i‖ ^ 2 = 1) (hnode : ∀ i, ψ i ≠ 0) :
    ∃ k, |hH.eigenvalues k - sampledMean H ψ| ≤ √(sampledVariance H ψ) := by
  rw [sampledMean_eq, sampledVariance_eq hH hψ hnode]
  exact weinstein hH hψ
```

The condition on zeros matters. Take $H=\begin{pmatrix}0&1\\1&0\end{pmatrix}$ and $\psi=(1,0)$, with components $\psi_0=1$ and $\psi_1=0$. Only configuration 0 is sampled, and there $E_L(0)=0$, so the sampled mean and variance are both zero. The eigenvalues are $\pm1$, and neither lies within distance 0 of 0. The missing variance sits in $(H\psi)_1=1$, at the configuration that is never visited.

## Weight far from the mean, and a case of equality

For $\delta>0$, restrict the second moment at $w=E$ to the levels with $|\lambda_k-E|\ge\delta$:
$$\delta^2\sum_{|\lambda_k-E|\ge\delta}p_k\le\sum_k(\lambda_k-E)^2p_k=\sigma^2.$$
Dividing by $\delta^2$ bounds the weight of the trial state on distant levels.

```lean
/-- The total weight of a unit vector on eigenvectors whose eigenvalues are at least `δ` away
from the mean energy is at most `σ² / δ²`. -/
theorem distant_weight_le {H : Matrix n n ℂ} (hH : H.IsHermitian) {ψ : n → ℂ}
    (hψ : ∑ i, ‖ψ i‖ ^ 2 = 1) {δ : ℝ} (hδ : 0 < δ) :
    ∑ k with δ ≤ |hH.eigenvalues k - meanEnergy H ψ|, spectralWeight hH ψ k
      ≤ energyVariance H ψ / δ ^ 2 := by
  have hs := spectral_second_moment hH hψ (meanEnergy H ψ)
  rw [sub_self, zero_pow two_ne_zero, add_zero] at hs
  rw [le_div_iff₀ (pow_pos hδ 2), ← hs, Finset.sum_mul]
  refine (Finset.sum_le_sum fun k hk => ?_).trans
    (Finset.sum_le_sum_of_subset_of_nonneg (Finset.filter_subset _ _)
      fun k _ _ => mul_nonneg (sq_nonneg _) (sq_nonneg _))
  have h1 : δ ^ 2 ≤ (hH.eigenvalues k - meanEnergy H ψ) ^ 2 := by
    rw [← sq_abs (hH.eigenvalues k - meanEnergy H ψ)]
    exact pow_le_pow_left₀ hδ.le (Finset.mem_filter.mp hk).2 2
  rw [mul_comm]
  exact mul_le_mul_of_nonneg_right h1 (sq_nonneg _)
```

The width $\sigma$ cannot be reduced in general. For the same matrix and state, $E=0$ and, since $H^2=1$, $\sigma=1$. An eigenvector $v\neq0$ with real eigenvalue $e$ obeys $v_1=ev_0$ and $v_0=ev_1$. Hence $(e^2-1)v=0$ and $e=\pm1$, so every eigenvalue lies exactly $\sigma$ from $E$.

```lean
/-- For the two-level flip Hamiltonian and the first basis state, every eigenvalue lies exactly
one standard deviation from the mean energy. -/
theorem weinstein_sharp {e : ℝ} {v : Fin 2 → ℂ} (hv : v ≠ 0)
    (he : !![0, 1; 1, 0] *ᵥ v = (e : ℂ) • v) :
    |e - meanEnergy !![0, 1; 1, 0] ![1, 0]| = √(energyVariance !![0, 1; 1, 0] ![1, 0]) := by
  have hm : meanEnergy !![0, 1; 1, 0] ![1, 0] = 0 := by
    simp [meanEnergy, dotProduct, Matrix.mulVec, Fin.sum_univ_two]
  have hs : energyVariance !![0, 1; 1, 0] ![1, 0] = 1 := by
    rw [energyVariance, hm]
    simp [dotProduct, Matrix.mulVec, Matrix.mul_apply, Fin.sum_univ_two]
  have a : v 1 = e * v 0 := by
    simpa [Matrix.mulVec, dotProduct, Fin.sum_univ_two] using congrFun he 0
  have b : v 0 = e * v 1 := by
    simpa [Matrix.mulVec, dotProduct, Fin.sum_univ_two] using congrFun he 1
  -- applying the flip twice forces e² = 1
  have h0 : ((e : ℂ) ^ 2 - 1) * v 0 = 0 := by linear_combination -b - (e : ℂ) * a
  have h1 : ((e : ℂ) ^ 2 - 1) * v 1 = 0 := by linear_combination -a - (e : ℂ) * b
  have h2 : (e : ℂ) ^ 2 - 1 = 0 := by
    by_contra hne
    apply hv
    ext i
    fin_cases i
    · exact (mul_eq_zero.mp h0).resolve_left hne
    · exact (mul_eq_zero.mp h1).resolve_left hne
  have h3 : e ^ 2 - 1 = 0 := by exact_mod_cast h2
  have h4 : (e - 1) * (e + 1) = 0 := by linear_combination h3
  rw [hm, hs, sub_zero, Real.sqrt_one]
  rcases mul_eq_zero.mp h4 with h | h
  · rw [show e = 1 by linarith, abs_one]
  · rw [show e = -1 by linarith, abs_neg, abs_one]

end

end WeinsteinLocalEnergy
```

```lean
#print axioms WeinsteinLocalEnergy.weinstein_localEnergy
#print axioms WeinsteinLocalEnergy.distant_weight_le
#print axioms WeinsteinLocalEnergy.weinstein_sharp
```

```
'WeinsteinLocalEnergy.weinstein_localEnergy' depends on axioms: [propext, Classical.choice, Quot.sound]
'WeinsteinLocalEnergy.distant_weight_le' depends on axioms: [propext, Classical.choice, Quot.sound]
'WeinsteinLocalEnergy.weinstein_sharp' depends on axioms: [propext, Classical.choice, Quot.sound]
```
